# Why does complete dephasing never lower the von Neumann entropy of a density matrix?

Take a qubit whose density matrix has eigenvalues p and 1 − p, with eigenvectors (cos θ, sin θ) and (−sin θ, cos θ). Its populations are

ρ₁₁ = p cos²θ + (1 − p) sin²θ
ρ₂₂ = p sin²θ + (1 − p) cos²θ

Both are averages of the two eigenvalues, so they lie at least as close to 1/2 as the eigenvalues do, and their Shannon entropy is at least as large. For p = 1 and θ = 45° the state is pure with entropy 0, while the populations 1/2 and 1/2 have entropy log 2.

I would like to see this for a density matrix of any finite size: the entropy of the populations is never below the entropy of the eigenvalues, and erasing the coherences therefore never lowers the von Neumann entropy. When exactly are the two equal? And can the whole argument be made rigorous and checked by machine?

## Populations are averages of eigenvalues

Yes to the last question, and the qubit already contains the idea. Write ρ = W diag(p) W†, where column j of the unitary W is the eigenvector with eigenvalue p_j ≥ 0. The entries of ρ are

ρ_ik = ∑_j W_ij p_j conj(W_kj)

and on the diagonal this becomes

ρ_ii = ∑_j |W_ij|² p_j.

The diagonal entries of W W† = 1 say that ∑_j |W_ij|² = 1 for each i, and those of W† W = 1 say that ∑_i |W_ij|² = 1 for each j. The matrix |W_ij|² is thus doubly stochastic.

Let f(x) = −x log x, with f(0) = 0. This function is concave on x ≥ 0. Since row i of |W_ij|² is a set of averaging weights, Jensen's inequality gives

f(ρ_ii) ≥ ∑_j |W_ij|² f(p_j).

Now sum over i and use the column sums on the right:

∑_i f(ρ_ii) ≥ ∑_j (∑_i |W_ij|²) f(p_j) = ∑_j f(p_j).

The row sums make each population an average, and the column sums ensure that each eigenvalue is counted once in total.

## Equality means no coherences

Suppose that the two entropies are equal. The inequality holds row by row, so equality of the sums forces equality in every row. Because f is strictly concave, row i can then mix only equal eigenvalues: p_j = ρ_ii whenever W_ij ≠ 0. For i ≠ k the common value factors out of the coherence,

ρ_ik = ρ_ii ∑_j W_ij conj(W_kj) = 0,

since different rows of W are orthogonal.

Conversely, suppose that all coherences vanish. The eigenvalue equation ρW = W diag(p) has the entries

ρ_ii W_ij = W_ij p_j,

so again p_j = ρ_ii whenever W_ij ≠ 0. Jensen's inequality is then an equality in each row, and the entropies agree.

## Dephasing and the choice of basis

Complete dephasing replaces ρ by its diagonal part D(ρ), which is positive semidefinite because the populations are nonnegative. It has no coherences, so by the equality case its von Neumann entropy S is the Shannon entropy of its populations, which are also those of ρ:

S(D(ρ)) = ∑_i f(ρ_ii) ≥ S(ρ).

For another orthonormal basis, let its vectors be the columns v_i of a unitary V. The populations in that basis are ⟨v_i|ρ|v_i⟩ = (V†ρV)_ii, and

V†ρV = (V†W) diag(p) (V†W)†.

Since V†W is unitary, the same inequality applies. Choosing V = W leaves diag(p), whose populations are the eigenvalues themselves. The von Neumann entropy is therefore the minimum of the Shannon entropy over all orthonormal bases.

Here is the argument in Lean 4 with Mathlib.

```lean
import Mathlib

open Matrix
open scoped ComplexOrder

namespace DephasingEntropy

noncomputable section

variable {n : Type*} [Fintype n] [DecidableEq n]

/-- The Shannon entropy `-∑ q_i log q_i` of a list of weights. -/
def shannon (q : n → ℝ) : ℝ := ∑ i, Real.negMulLog (q i)

/-- The populations of `ρ`: the real parts of its diagonal entries. -/
def populations (ρ : Matrix n n ℂ) (i : n) : ℝ := (ρ i i).re

/-- The von Neumann entropy `-∑ p_i log p_i`, with `p_i` the eigenvalues of `ρ`. -/
def vonNeumann {ρ : Matrix n n ℂ} (h : ρ.IsHermitian) : ℝ := shannon h.eigenvalues

/-- Complete dephasing: the populations are kept and all coherences are erased. -/
def dephase (ρ : Matrix n n ℂ) : Matrix n n ℂ := diagonal fun i => ρ i i

/-- The matrix `W diag(p) Wᴴ` with weights `p` on the columns of `W`. -/
def fromSpectrum (W : Matrix n n ℂ) (p : n → ℝ) : Matrix n n ℂ :=
  W * diagonal (fun j => (p j : ℂ)) * Wᴴ

/-- For a unitary `W`, each row and each column of the matrix `|W_ij|²` sums to one. -/
theorem normSq_sums {W : Matrix n n ℂ} (hW : W * Wᴴ = 1) :
    (∀ i, ∑ j, Complex.normSq (W i j) = 1) ∧ (∀ j, ∑ i, Complex.normSq (W i j) = 1) := by
  constructor
  · intro i
    have h := congrFun (congrFun hW i) i
    simp only [Matrix.mul_apply, Matrix.conjTranspose_apply, Complex.star_def,
      Complex.mul_conj, Matrix.one_apply_eq] at h
    exact_mod_cast h
  · intro j
    have hW' : Wᴴ * W = 1 := mul_eq_one_comm.mp hW
    have h := congrFun (congrFun hW' j) j
    simp only [Matrix.mul_apply, Matrix.conjTranspose_apply, Complex.star_def,
      ← Complex.normSq_eq_conj_mul_self, Matrix.one_apply_eq] at h
    exact_mod_cast h

/-- The entries of `W diag(p) Wᴴ` are `∑_j W_ij p_j conj(W_kj)`. -/
theorem fromSpectrum_apply (W : Matrix n n ℂ) (p : n → ℝ) (i k : n) :
    fromSpectrum W p i k = ∑ j, W i j * (p j : ℂ) * star (W k j) := by
  rw [fromSpectrum, Matrix.mul_apply]
  simp only [Matrix.mul_diagonal, Matrix.conjTranspose_apply]

/-- The populations of `W diag(p) Wᴴ` are the weights `p` mixed by the matrix `|W_ij|²`. -/
theorem populations_fromSpectrum (W : Matrix n n ℂ) (p : n → ℝ) (i : n) :
    populations (fromSpectrum W p) i = ∑ j, Complex.normSq (W i j) * p j := by
  rw [populations, fromSpectrum_apply, Complex.re_sum]
  refine Finset.sum_congr rfl fun j _ => ?_
  simp [Complex.normSq_apply]
  ring

/-- For unitary `W` and nonnegative `p`, the populations of `W diag(p) Wᴴ` have at least the
Shannon entropy of `p`, with equality exactly when all off-diagonal entries vanish. -/
theorem shannon_mixing {W : Matrix n n ℂ} (hW : W * Wᴴ = 1) {p : n → ℝ} (hp : ∀ j, 0 ≤ p j) :
    shannon p ≤ shannon (populations (fromSpectrum W p)) ∧
      (shannon p = shannon (populations (fromSpectrum W p)) ↔
        ∀ i k, i ≠ k → fromSpectrum W p i k = 0) := by
  obtain ⟨hrow, hcol⟩ := normSq_sums hW
  -- the column sums distribute the entropy of `p` over the rows
  have hsum : shannon p = ∑ i, ∑ j, Complex.normSq (W i j) * Real.negMulLog (p j) := by
    rw [Finset.sum_comm, shannon]
    refine Finset.sum_congr rfl fun j _ => ?_
    rw [← Finset.sum_mul, hcol j, one_mul]
  -- Jensen's inequality in each row
  have hJ : ∀ i ∈ Finset.univ, ∑ j, Complex.normSq (W i j) * Real.negMulLog (p j) ≤
      Real.negMulLog (populations (fromSpectrum W p) i) := by
    intro i _
    rw [populations_fromSpectrum]
    have h := Real.concaveOn_negMulLog.le_map_sum (t := Finset.univ)
      (w := fun j => Complex.normSq (W i j)) (p := p)
      (fun j _ => Complex.normSq_nonneg _) (hrow i) (fun j _ => hp j)
    simpa only [smul_eq_mul] using h
  -- strict concavity: equality in a row means that only equal weights are mixed
  have hE : ∀ i, (∑ j, Complex.normSq (W i j) * Real.negMulLog (p j) =
      Real.negMulLog (populations (fromSpectrum W p) i)) ↔
      ∀ j, W i j ≠ 0 → p j = populations (fromSpectrum W p) i := by
    intro i
    rw [populations_fromSpectrum, eq_comm]
    have h := Real.strictConcaveOn_negMulLog.map_sum_eq_iff' (t := Finset.univ)
      (w := fun j => Complex.normSq (W i j)) (p := p)
      (fun j _ => Complex.normSq_nonneg _) (hrow i) (fun j _ => hp j)
    simpa only [smul_eq_mul, Finset.mem_univ, true_implies, ne_eq,
      Complex.normSq_eq_zero] using h
  refine ⟨by rw [hsum]; exact Finset.sum_le_sum hJ, ?_⟩
  rw [hsum, shannon, Finset.sum_eq_sum_iff_of_le hJ]
  constructor
  · intro h i k hik
    have hi := (hE i).mp (h i (Finset.mem_univ i))
    have ho := congrFun (congrFun hW i) k
    rw [Matrix.mul_apply, Matrix.one_apply_ne hik] at ho
    simp only [Matrix.conjTranspose_apply] at ho
    -- the common weight factors out and orthogonality of the rows remains
    calc fromSpectrum W p i k
        = ∑ j, (populations (fromSpectrum W p) i : ℂ) * (W i j * star (W k j)) := by
          rw [fromSpectrum_apply]
          refine Finset.sum_congr rfl fun j _ => ?_
          by_cases hj : W i j = 0
          · rw [hj]; ring
          · rw [hi j hj]; ring
      _ = 0 := by rw [← Finset.mul_sum, ho, mul_zero]
  · intro h i _
    refine (hE i).mpr fun j hj => ?_
    -- the columns of `W` are eigenvectors
    have hev : fromSpectrum W p * W = W * diagonal (fun j => (p j : ℂ)) := by
      rw [fromSpectrum, Matrix.mul_assoc, mul_eq_one_comm.mp hW, Matrix.mul_one]
    have hij := congrFun (congrFun hev i) j
    rw [Matrix.mul_diagonal, Matrix.mul_apply, Finset.sum_eq_single i
      (fun k _ hk => by rw [h i k (Ne.symm hk), zero_mul])
      (fun hi => absurd (Finset.mem_univ i) hi), mul_comm] at hij
    have hpj := mul_left_cancel₀ hj hij
    rw [populations, hpj, Complex.ofReal_re]

/-- A Hermitian matrix is assembled from its eigenvalues and its unitary of eigenvectors. -/
theorem eq_fromSpectrum {ρ : Matrix n n ℂ} (h : ρ.IsHermitian) :
    ρ = fromSpectrum (h.eigenvectorUnitary : Matrix n n ℂ) h.eigenvalues := by
  have e := h.spectral_theorem
  rw [Unitary.conjStarAlgAut_apply] at e
  exact e

/-- The von Neumann entropy of a positive semidefinite `ρ` is at most the Shannon entropy of
its populations, with equality exactly when all coherences vanish. -/
theorem vonNeumann_le_populations {ρ : Matrix n n ℂ} (h : ρ.PosSemidef) :
    vonNeumann h.isHermitian ≤ shannon (populations ρ) ∧
      (vonNeumann h.isHermitian = shannon (populations ρ) ↔ ∀ i k, i ≠ k → ρ i k = 0) := by
  have hU : (h.isHermitian.eigenvectorUnitary : Matrix n n ℂ) *
      (h.isHermitian.eigenvectorUnitary : Matrix n n ℂ)ᴴ = 1 :=
    Matrix.mem_unitaryGroup_iff.mp h.isHermitian.eigenvectorUnitary.2
  have L := shannon_mixing hU (p := h.isHermitian.eigenvalues) (fun j => h.eigenvalues_nonneg j)
  rw [← eq_fromSpectrum h.isHermitian] at L
  exact L

omit [Fintype n] in
/-- Dephasing keeps a positive semidefinite matrix positive semidefinite. -/
theorem dephase_posSemidef {ρ : Matrix n n ℂ} (h : ρ.PosSemidef) : (dephase ρ).PosSemidef :=
  Matrix.posSemidef_diagonal_iff.mpr fun _ => h.diag_nonneg

/-- Complete dephasing never lowers the von Neumann entropy of a positive semidefinite matrix. -/
theorem vonNeumann_le_dephase {ρ : Matrix n n ℂ} (h : ρ.PosSemidef) :
    vonNeumann h.isHermitian ≤ vonNeumann (dephase_posSemidef h).isHermitian := by
  -- the dephased matrix has no coherences, so its entropy is that of its populations
  have E := (vonNeumann_le_populations (dephase_posSemidef h)).2.mpr
    (fun i k hik => Matrix.diagonal_apply_ne _ hik)
  have hpop : populations (dephase ρ) = populations ρ := by
    funext i
    simp [populations, dephase]
  rw [E, hpop]
  exact (vonNeumann_le_populations h).1

/-- The von Neumann entropy of a positive semidefinite `ρ` is the least Shannon entropy of its
populations over all orthonormal bases, and some basis attains it. -/
theorem vonNeumann_isLeast {ρ : Matrix n n ℂ} (h : ρ.PosSemidef) :
    IsLeast (Set.range fun V : Matrix.unitaryGroup n ℂ =>
      shannon (populations ((V : Matrix n n ℂ)ᴴ * ρ * (V : Matrix n n ℂ))))
      (vonNeumann h.isHermitian) := by
  have hun : ∀ V : Matrix.unitaryGroup n ℂ, (V : Matrix n n ℂ) * (V : Matrix n n ℂ)ᴴ = 1 :=
    fun V => Matrix.mem_unitaryGroup_iff.mp V.2
  -- a change of basis acts on the eigenvectors only
  have hc : ∀ (V W : Matrix n n ℂ) (p : n → ℝ),
      Vᴴ * fromSpectrum W p * V = fromSpectrum (Vᴴ * W) p := by
    intro V W p
    simp only [fromSpectrum, Matrix.conjTranspose_mul, Matrix.conjTranspose_conjTranspose,
      Matrix.mul_assoc]
  have c := fun V : Matrix n n ℂ =>
    hc V (h.isHermitian.eigenvectorUnitary : Matrix n n ℂ) h.isHermitian.eigenvalues
  rw [← eq_fromSpectrum h.isHermitian] at c
  constructor
  · -- the eigenbasis attains the minimum
    refine ⟨h.isHermitian.eigenvectorUnitary, ?_⟩
    have hone : ∀ p : n → ℝ, populations (fromSpectrum 1 p) = p := by
      intro p
      funext i
      simp [populations, fromSpectrum]
    beta_reduce
    rw [c, mul_eq_one_comm.mp (hun h.isHermitian.eigenvectorUnitary), hone, vonNeumann]
  · rintro _ ⟨V, rfl⟩
    have hVU : ((V : Matrix n n ℂ)ᴴ * (h.isHermitian.eigenvectorUnitary : Matrix n n ℂ)) *
        ((V : Matrix n n ℂ)ᴴ * (h.isHermitian.eigenvectorUnitary : Matrix n n ℂ))ᴴ = 1 := by
      rw [Matrix.conjTranspose_mul, Matrix.conjTranspose_conjTranspose, Matrix.mul_assoc,
        ← Matrix.mul_assoc _ _ (V : Matrix n n ℂ), hun, Matrix.one_mul]
      exact mul_eq_one_comm.mp (hun V)
    have L := (shannon_mixing hVU (p := h.isHermitian.eigenvalues)
      (fun j => h.eigenvalues_nonneg j)).1
    rw [← c] at L
    exact L

end

end DephasingEntropy
```

```lean
#print axioms DephasingEntropy.vonNeumann_le_dephase
-- 'DephasingEntropy.vonNeumann_le_dephase' depends on axioms: [propext, Classical.choice, Quot.sound]
#print axioms DephasingEntropy.vonNeumann_isLeast
-- 'DephasingEntropy.vonNeumann_isLeast' depends on axioms: [propext, Classical.choice, Quot.sound]
```

## What the theorems say about a physical state

The finite type `n` labels the basis states, and `ρ : Matrix n n ℂ` is the density matrix in that basis. The hypothesis `ρ.PosSemidef` says that ρ is Hermitian with nonnegative eigenvalues. Unit trace is not assumed because the argument does not use it; a density matrix is the case with trace one, and only there do the sums have their usual meaning as entropies of probability distributions.

`shannon` adds up `Real.negMulLog`, which is −x log x with the natural logarithm, so entropies are in nats with Boltzmann's constant set to one. At x = 0 the factor x makes the term zero, in agreement with the usual convention 0 log 0 = 0. `populations` takes real parts of diagonal entries, which loses nothing for a Hermitian matrix. `vonNeumann` takes a proof that ρ is Hermitian and applies `shannon` to the eigenvalues, counted with multiplicity. Mathlib labels these by `n` as well, but eigenvalue j has no special relation to basis state j.

There are three physical statements:

- `vonNeumann_le_populations`: the von Neumann entropy is at most the Shannon entropy of the populations, with equality if and only if `ρ i k = 0` for all `i ≠ k`.
- `vonNeumann_le_dephase`: the von Neumann entropy of ρ is at most that of `dephase ρ`.
- `vonNeumann_isLeast`: among the Shannon entropies of the populations of VᴴρV, with V ranging over `Matrix.unitaryGroup n ℂ`, the von Neumann entropy is the least. `IsLeast` means both that it is a lower bound and that some V attains it.

The setting is finite-dimensional. Dephasing here is the complete removal of coherences in a fixed basis, with no partial dephasing and no time evolution.

For a simulation that propagates a finite density matrix, the result means that, as long as the matrix stays positive semidefinite, the Shannon entropy of its populations in an orthonormal basis is an upper bound on the von Neumann entropy, and that the excess vanishes exactly when the state has no coherences in that basis.

## How the Lean proof follows the calculation

`fromSpectrum W p` is the matrix W diag(p) Wᴴ. Most of the work is done for matrices given in this form, before any eigenvalues are computed.

`normSq_sums` proves the row and column sums by reading off diagonal entries of W Wᴴ = 1 and Wᴴ W = 1. The second identity follows from the first through `mul_eq_one_comm`, since a one-sided inverse of a finite square matrix is two-sided. `fromSpectrum_apply` is the formula for ρ_ik, and `populations_fromSpectrum` is its diagonal case.

`shannon_mixing` contains the main argument. Its intermediate facts match the steps above:

- `hsum` uses the column sums to write the entropy of p as a double sum over rows and columns.
- `hJ` is Jensen's inequality in each row, from the concavity of `Real.negMulLog`.
- `hE` is the equality condition in each row. The lemma `map_sum_eq_iff'` constrains only terms with nonzero weight, which gives the condition W_ij ≠ 0.

Summing `hJ` proves the inequality. For the equality case, `Finset.sum_eq_sum_iff_of_le` turns equality of the sums into equality in every row. The `calc` block then factors the common eigenvalue out of the coherence and uses the orthogonality of the rows. It treats W_ij = 0 separately, because there the eigenvalue is unconstrained but the term vanishes anyway. In the converse direction, `hev` is the eigenvalue equation, the vanishing coherences reduce its left side to a single term, and `mul_left_cancel₀` cancels the nonzero W_ij.

`eq_fromSpectrum` uses the spectral theorem to write a Hermitian ρ in the form `fromSpectrum`, with its eigenvalues and its unitary of eigenvectors. With this, `vonNeumann_le_populations` is `shannon_mixing` applied to that unitary, with positivity of ρ supplying the nonnegative eigenvalues.

`dephase_posSemidef` checks that the diagonal part is positive semidefinite. `vonNeumann_le_dephase` applies the equality case to the dephased matrix, notes that the populations are unchanged, and finishes with the inequality for ρ.

In `vonNeumann_isLeast`, the fact `hc` says that a change of basis replaces W by VᴴW. Taking V to be the eigenvector unitary turns this product into the identity, which shows that the minimum is attained. For an arbitrary V, `hVU` shows that the product is unitary, and `shannon_mixing` gives the lower bound.
